# Spin blocks of $l\cdot\sigma$ for an arbitrary spin quantization axis

For any three elements $l=(l_x,l_y,l_z)$ of a complex vector space of operators, the matrix of $l\cdot\sigma$ in the spinors $\chi_+,\chi_-$ quantized along $n$ is

$$
\begin{pmatrix}
\langle\chi_+|l\cdot\sigma|\chi_+\rangle & \langle\chi_+|l\cdot\sigma|\chi_-\rangle\\
\langle\chi_-|l\cdot\sigma|\chi_+\rangle & \langle\chi_-|l\cdot\sigma|\chi_-\rangle
\end{pmatrix}
=
\begin{pmatrix}
l\cdot n & l\cdot(e_\theta-i e_\phi)\\
l\cdot(e_\theta+i e_\phi) & -\,l\cdot n
\end{pmatrix}.
$$

Here $\sigma$ is the vector of Pauli matrices, the brackets contract spin indices only, and each entry is still an orbital operator. With polar angle $\theta$ and azimuth $\phi$, the spinors are

$$
\chi_+=\begin{pmatrix}\cos\frac\theta2\,e^{-i\phi/2}\\ \sin\frac\theta2\,e^{i\phi/2}\end{pmatrix},\qquad
\chi_-=\begin{pmatrix}-\sin\frac\theta2\,e^{-i\phi/2}\\ \cos\frac\theta2\,e^{i\phi/2}\end{pmatrix},
$$

and the unit vectors are

$$
\begin{aligned}
n&=(\sin\theta\cos\phi,\ \sin\theta\sin\phi,\ \cos\theta),\\
e_\theta&=(\cos\theta\cos\phi,\ \cos\theta\sin\phi,\ -\sin\theta),\\
e_\phi&=(-\sin\phi,\ \cos\phi,\ 0).
\end{aligned}
$$

The spinors are orthonormal. If $l$ also satisfies the angular momentum commutation relations, the upper right block lowers $l\cdot n$ by one unit and the lower left block raises it by one.

## Spin-orbit terms in a rotated spin frame

A code that stores its orbitals as spin-up and spin-down along a magnetization direction $n$ can use these four blocks when it adds an on-site, one-electron term $\xi\,l\cdot S=\tfrac{\xi}{2}\,l\cdot\sigma$ with a given coupling constant $\xi$. The constant stands for the radial average of the spin-orbit interaction in the shell, and spin and $l$ are in units of $\hbar$.

The off-diagonal blocks depend on the phases chosen for the spinors. At $\theta=0$ the upper right block is $e^{i\phi}(l_x-i l_y)$, whereas spinors without the factors $e^{\pm i\phi/2}$ give $l_x-i l_y$. At this angle the two results describe the same operator in bases that differ only by phases. When $\sin\theta\neq0$ and $e^{i\phi}\neq1$, omitting the factors also changes the quantization axis.

## From half angles to spherical vectors

Number the spin components 0 and 1. For any spinors $\chi,\psi$, exchanging finite sums gives

$$
\langle\chi|l\cdot\sigma|\psi\rangle=\sum_{a,b}\chi_a^*\psi_b\sum_k(\sigma_k)_{ab}\,l_k=\sum_k p_k\,l_k,\qquad p_k=\langle\chi|\sigma_k|\psi\rangle .
$$

Only the complex vector $p$ remains to be found. Inserting the Pauli matrices,

$$
p=\bigl(\chi_0^*\psi_1+\chi_1^*\psi_0,\ \ i(\chi_1^*\psi_0-\chi_0^*\psi_1),\ \ \chi_0^*\psi_0-\chi_1^*\psi_1\bigr).
$$

Write $c=\cos\frac\theta2$, $s=\sin\frac\theta2$, $u=e^{i\phi/2}$ and $w=e^{-i\phi/2}$, so that $uw=1$ and $c^2+s^2=1$. Then $\chi_+=(cw,su)$ and $\chi_-=(-sw,cu)$, with conjugates $(cu,sw)$ and $(-su,cw)$. Both norms are $(c^2+s^2)uw=1$, and the overlap is $-cs\,uw+sc\,uw=0$.

For the pair $++$,

$$
p=\bigl(cs(u^2+w^2),\ i\,cs(w^2-u^2),\ c^2-s^2\bigr)=n,
$$

because $u^2+w^2=2\cos\phi$, $w^2-u^2=-2i\sin\phi$, $2cs=\sin\theta$ and $c^2-s^2=\cos\theta$. For $--$, the products $\chi_0^*\psi_1$ and $\chi_1^*\psi_0$ are $-cs\,u^2$ and $-cs\,w^2$, and the third component is $s^2-c^2$, so $p=-n$.

For $+-$,

$$
\begin{aligned}
p_x&=c^2u^2-s^2w^2=\cos\theta\cos\phi+i\sin\phi,\\
p_y&=-i(c^2u^2+s^2w^2)=\cos\theta\sin\phi-i\cos\phi,\\
p_z&=-2cs=-\sin\theta,
\end{aligned}
$$

which is $e_\theta-i e_\phi$. The Pauli matrices are Hermitian, so the $-+$ vector is the complex conjugate, $e_\theta+i e_\phi$.

For the ladder property, assume $[l_x,l_y]=i l_z$ and its cyclic versions. Expanding both factors and collecting antisymmetric coefficients gives

$$
[l\cdot a,l\cdot b]=i\,l\cdot(a\times b)
$$

for complex vectors $a,b$. Since $n\times e_\theta=e_\phi$ and $n\times e_\phi=-e_\theta$,

$$
n\times(e_\theta\mp i e_\phi)=\pm i\,(e_\theta\mp i e_\phi).
$$

With $B=l\cdot(e_\theta-i e_\phi)$ and $C=l\cdot(e_\theta+i e_\phi)$, this yields $[l\cdot n,B]=i\cdot i\,B=-B$ and $[l\cdot n,C]=i\cdot(-i)\,C=C$.

## Lean definitions and proofs

```lean
import Mathlib

open Complex (I)

namespace SpinOrbitBlocks

noncomputable section

/-- The three Pauli matrices, in the order x, y, z. -/
def pauli : Fin 3 → Matrix (Fin 2) (Fin 2) ℂ :=
  ![!![0, 1; 1, 0], !![0, -I; I, 0], !![1, 0; 0, -1]]

/-- The phase factor `e^(i x)`. -/
def phase (x : ℝ) : ℂ := Complex.exp (x * I)

/-- The spinor `χ₊ = (cos(θ/2) e^(-iφ/2), sin(θ/2) e^(iφ/2))`. -/
def chiUp (θ φ : ℝ) : Fin 2 → ℂ :=
  ![(Real.cos (θ / 2) : ℂ) * phase (-(φ / 2)), (Real.sin (θ / 2) : ℂ) * phase (φ / 2)]

/-- The spinor `χ₋ = (-sin(θ/2) e^(-iφ/2), cos(θ/2) e^(iφ/2))`. -/
def chiDown (θ φ : ℝ) : Fin 2 → ℂ :=
  ![((-Real.sin (θ / 2) : ℝ) : ℂ) * phase (-(φ / 2)), (Real.cos (θ / 2) : ℂ) * phase (φ / 2)]

/-- The quantization axis `n` with polar angle `θ` and azimuth `φ`. -/
def axis (θ φ : ℝ) : Fin 3 → ℂ :=
  ![(Real.sin θ : ℂ) * (Real.cos φ : ℂ), (Real.sin θ : ℂ) * (Real.sin φ : ℂ), (Real.cos θ : ℂ)]

/-- The polar unit vector `e_θ`. -/
def eTheta (θ φ : ℝ) : Fin 3 → ℂ :=
  ![(Real.cos θ : ℂ) * (Real.cos φ : ℂ), (Real.cos θ : ℂ) * (Real.sin φ : ℂ), -(Real.sin θ : ℂ)]

/-- The azimuthal unit vector `e_φ`. -/
def ePhi (φ : ℝ) : Fin 3 → ℂ := ![-(Real.sin φ : ℂ), (Real.cos φ : ℂ), 0]

/-- The vector `⟨χ|σ|ψ⟩` of Pauli matrix elements between two spinors. -/
def pauliVec (χ ψ : Fin 2 → ℂ) : Fin 3 → ℂ :=
  fun k => dotProduct (star χ) (Matrix.mulVec (pauli k) ψ)

section Blocks

variable {A : Type*} [AddCommGroup A] [Module ℂ A]

/-- The combination `l·v` of the three orbital operators with a complex vector `v`. -/
def component (l : Fin 3 → A) (v : Fin 3 → ℂ) : A := ∑ k, v k • l k

/-- The spin-orbit operator `l·σ`, a 2×2 spin matrix whose entries are orbital operators. -/
def spinOrbit (l : Fin 3 → A) : Matrix (Fin 2) (Fin 2) A :=
  fun a b => ∑ k, pauli k a b • l k

/-- The spin block `⟨χ|M|ψ⟩`, an orbital operator left after contracting the spin indices. -/
def spinBlock (M : Matrix (Fin 2) (Fin 2) A) (χ ψ : Fin 2 → ℂ) : A :=
  ∑ a, ∑ b, (star (χ a) * ψ b) • M a b

/-- A spin block of `l·σ` is `l` contracted with the vector `⟨χ|σ|ψ⟩`. -/
theorem spinBlock_spinOrbit (l : Fin 3 → A) (χ ψ : Fin 2 → ℂ) :
    spinBlock (spinOrbit l) χ ψ = component l (pauliVec χ ψ) := by
  simp only [spinBlock, spinOrbit, component, pauliVec, Matrix.mulVec, dotProduct,
    Fin.sum_univ_two, Fin.sum_univ_three, Pi.star_apply]
  module

end Blocks

private lemma vec_ext {v w : Fin 3 → ℂ} (h0 : v 0 = w 0) (h1 : v 1 = w 1) (h2 : v 2 = w 2) :
    v = w := by
  ext k
  fin_cases k
  exacts [h0, h1, h2]

private lemma pauliVec_eq (χ ψ : Fin 2 → ℂ) : pauliVec χ ψ =
    ![star (χ 0) * ψ 1 + star (χ 1) * ψ 0, I * (star (χ 1) * ψ 0 - star (χ 0) * ψ 1),
      star (χ 0) * ψ 0 - star (χ 1) * ψ 1] := by
  ext k
  fin_cases k <;> simp [pauliVec, pauli, Matrix.mulVec, dotProduct, Fin.sum_univ_two] <;> ring

private lemma star_amp (r x : ℝ) : star ((r : ℂ) * phase x) = (r : ℂ) * phase (-x) := by
  simp only [phase]
  rw [← starRingEnd_apply, map_mul, Complex.conj_ofReal, ← Complex.exp_conj, map_mul,
    Complex.conj_ofReal, Complex.conj_I, Complex.ofReal_neg, mul_neg, neg_mul]

private lemma star_amp_neg (r x : ℝ) :
    star (-(r : ℂ) * phase x) = -(r : ℂ) * phase (-x) := by
  rw [neg_mul, star_neg, star_amp, neg_mul]

private lemma half_angle (x : ℝ) :
    (Real.cos x : ℂ) = (Real.cos (x / 2) : ℂ) ^ 2 - (Real.sin (x / 2) : ℂ) ^ 2 ∧
    (Real.sin x : ℂ) = 2 * (Real.sin (x / 2) : ℂ) * (Real.cos (x / 2) : ℂ) := by
  have hc := Real.cos_two_mul' (x / 2)
  have hs := Real.sin_two_mul (x / 2)
  rw [show 2 * (x / 2) = x by ring] at hc hs
  exact ⟨by exact_mod_cast hc, by exact_mod_cast hs⟩

private lemma unit_circle (x : ℝ) : (Real.cos x : ℂ) ^ 2 + (Real.sin x : ℂ) ^ 2 = 1 := by
  exact_mod_cast Real.cos_sq_add_sin_sq x

private lemma phase_mul (x : ℝ) : phase x * phase (-x) = 1 := by
  simp [phase, ← Complex.exp_add]

private lemma azimuth (φ : ℝ) :
    (Real.cos φ : ℂ) = (phase (φ / 2) ^ 2 + phase (-(φ / 2)) ^ 2) / 2 ∧
    (Real.sin φ : ℂ) = (phase (-(φ / 2)) ^ 2 - phase (φ / 2) ^ 2) * I / 2 := by
  have e (x : ℝ) : phase x = (Real.cos x : ℂ) + (Real.sin x : ℂ) * I := by
    rw [phase, Complex.exp_mul_I, Complex.ofReal_cos, Complex.ofReal_sin]
  rw [e, e, Real.cos_neg, Real.sin_neg, Complex.ofReal_neg, (half_angle φ).1, (half_angle φ).2]
  constructor
  · linear_combination (-(Real.sin (φ / 2) : ℂ) ^ 2) * Complex.I_sq
  · linear_combination (2 * (Real.sin (φ / 2) : ℂ) * (Real.cos (φ / 2) : ℂ)) * Complex.I_sq

/-- The spinors `χ₊` and `χ₋` are normalized and mutually orthogonal. -/
theorem chi_orthonormal (θ φ : ℝ) :
    dotProduct (star (chiUp θ φ)) (chiUp θ φ) = 1 ∧
    dotProduct (star (chiDown θ φ)) (chiDown θ φ) = 1 ∧
    dotProduct (star (chiUp θ φ)) (chiDown θ φ) = 0 := by
  have H := unit_circle (θ / 2)
  have P := phase_mul (φ / 2)
  simp only [dotProduct, Fin.sum_univ_two, Pi.star_apply, chiUp, chiDown, Matrix.cons_val,
    star_amp, star_amp_neg, neg_neg, Complex.ofReal_neg]
  refine ⟨?_, ?_, by ring⟩ <;>
    linear_combination ((Real.cos (θ / 2) : ℂ) ^ 2 + (Real.sin (θ / 2) : ℂ) ^ 2) * P + H

/-- The Pauli vector is `n` in `χ₊`, `-n` in `χ₋`, and `e_θ ∓ i e_φ` between the two spinors. -/
theorem pauliVec_chi (θ φ : ℝ) :
    pauliVec (chiUp θ φ) (chiUp θ φ) = axis θ φ ∧
    pauliVec (chiDown θ φ) (chiDown θ φ) = -axis θ φ ∧
    pauliVec (chiUp θ φ) (chiDown θ φ) = eTheta θ φ - I • ePhi φ ∧
    pauliVec (chiDown θ φ) (chiUp θ φ) = eTheta θ φ + I • ePhi φ := by
  have H := unit_circle (θ / 2)
  have P := phase_mul (φ / 2)
  have Q := Complex.I_sq
  -- everything is written in half angles of θ and half phases of φ
  refine ⟨?_, ?_, ?_, ?_⟩ <;> rw [pauliVec_eq] <;> apply vec_ext <;>
    simp only [chiUp, chiDown, axis, eTheta, ePhi, Pi.neg_apply, Pi.sub_apply, Pi.add_apply,
      Pi.smul_apply, smul_eq_mul, Matrix.cons_val, star_amp, star_amp_neg, neg_neg,
      Complex.ofReal_neg,
      (half_angle θ).1, (half_angle θ).2, (azimuth φ).1, (azimuth φ).2] <;>
    set c := (Real.cos (θ / 2) : ℂ) <;> set s := (Real.sin (θ / 2) : ℂ) <;>
    set u := phase (φ / 2) <;> set w := phase (-(φ / 2))
  · ring
  · ring
  · linear_combination (c ^ 2 - s ^ 2) * P
  · ring
  · ring
  · linear_combination (s ^ 2 - c ^ 2) * P
  · linear_combination ((u ^ 2 - w ^ 2) / 2) * (H + Q)
  · linear_combination (-I * (u ^ 2 + w ^ 2) / 2) * H
  · linear_combination (-2 * s * c) * P
  · linear_combination ((w ^ 2 - u ^ 2) / 2) * (H + Q)
  · linear_combination (I * (u ^ 2 + w ^ 2) / 2) * H
  · linear_combination (-2 * s * c) * P

/-- The spin blocks of `l·σ` for quantization axis `n` are `l·n`, `-l·n`, `l·(e_θ - i e_φ)` and
`l·(e_θ + i e_φ)`, whatever the three orbital operators are. -/
theorem spin_orbit_blocks {A : Type*} [AddCommGroup A] [Module ℂ A] (l : Fin 3 → A) (θ φ : ℝ) :
    spinBlock (spinOrbit l) (chiUp θ φ) (chiUp θ φ) = component l (axis θ φ) ∧
    spinBlock (spinOrbit l) (chiDown θ φ) (chiDown θ φ) = -component l (axis θ φ) ∧
    spinBlock (spinOrbit l) (chiUp θ φ) (chiDown θ φ)
      = component l (eTheta θ φ - I • ePhi φ) ∧
    spinBlock (spinOrbit l) (chiDown θ φ) (chiUp θ φ)
      = component l (eTheta θ φ + I • ePhi φ) := by
  obtain ⟨h1, h2, h3, h4⟩ := pauliVec_chi θ φ
  simp only [spinBlock_spinOrbit, h1, h2, h3, h4, true_and, and_true]
  simp [component]

section Ladder

variable {A : Type*} [Ring A] [Algebra ℂ A]

/-- The angular momentum relations `[l_x, l_y] = i l_z` and cyclic, in units of ħ. -/
def IsAngularMomentum (l : Fin 3 → A) : Prop :=
  l 0 * l 1 - l 1 * l 0 = I • l 2 ∧ l 1 * l 2 - l 2 * l 1 = I • l 0 ∧
    l 2 * l 0 - l 0 * l 2 = I • l 1

/-- Components of an angular momentum satisfy `[l·a, l·b] = i l·(a × b)`. -/
theorem commutator_component {l : Fin 3 → A} (h : IsAngularMomentum l) (a b : Fin 3 → ℂ) :
    component l a * component l b - component l b * component l a
      = I • component l (crossProduct a b) := by
  have expand : component l a * component l b - component l b * component l a
      = (a 0 * b 1 - a 1 * b 0) • (l 0 * l 1 - l 1 * l 0)
        + (a 1 * b 2 - a 2 * b 1) • (l 1 * l 2 - l 2 * l 1)
        + (a 2 * b 0 - a 0 * b 2) • (l 2 * l 0 - l 0 * l 2) := by
    simp only [component, Fin.sum_univ_three, add_mul, mul_add, smul_mul_assoc, mul_smul_comm]
    module
  rw [expand, h.1, h.2.1, h.2.2]
  simp only [component, cross_apply, Fin.sum_univ_three, Matrix.cons_val]
  module

private lemma cross_axis (θ φ : ℝ) :
    crossProduct (axis θ φ) (eTheta θ φ - I • ePhi φ) = I • (eTheta θ φ - I • ePhi φ) ∧
    crossProduct (axis θ φ) (eTheta θ φ + I • ePhi φ) = (-I) • (eTheta θ φ + I • ePhi φ) := by
  have T := unit_circle θ
  have F := unit_circle φ
  have Q := Complex.I_sq
  constructor <;> apply vec_ext <;>
    simp only [cross_apply, axis, eTheta, ePhi, Pi.sub_apply, Pi.add_apply, Pi.smul_apply,
      smul_eq_mul, Matrix.cons_val]
  · linear_combination (-(Real.sin φ : ℂ)) * (T + Q)
  · linear_combination (Real.cos φ : ℂ) * (T + Q)
  · linear_combination (-I * (Real.sin θ : ℂ)) * F
  · linear_combination (-(Real.sin φ : ℂ)) * (T + Q)
  · linear_combination (Real.cos φ : ℂ) * (T + Q)
  · linear_combination (I * (Real.sin θ : ℂ)) * F

/-- For an angular momentum `l`, the block `B = ⟨χ₊|l·σ|χ₋⟩` obeys `[l·n, B] = -B`, and the block
`C = ⟨χ₋|l·σ|χ₊⟩` obeys `[l·n, C] = C`. -/
theorem spin_flip_ladder {l : Fin 3 → A} (h : IsAngularMomentum l) (θ φ : ℝ) :
    let N := component l (axis θ φ)
    let B := spinBlock (spinOrbit l) (chiUp θ φ) (chiDown θ φ)
    let C := spinBlock (spinOrbit l) (chiDown θ φ) (chiUp θ φ)
    N * B - B * N = -B ∧ N * C - C * N = C := by
  intro N B C
  have hs (z : ℂ) (v : Fin 3 → ℂ) : component l (z • v) = z • component l v := by
    simp [component, Finset.smul_sum, mul_smul]
  obtain ⟨-, -, hB, hC⟩ := spin_orbit_blocks l θ φ
  constructor
  · change N * spinBlock _ _ _ - spinBlock _ _ _ * N = -spinBlock _ _ _
    rw [hB, commutator_component h, (cross_axis θ φ).1, hs, smul_smul, Complex.I_mul_I,
      neg_one_smul]
  · change N * spinBlock _ _ _ - spinBlock _ _ _ * N = spinBlock _ _ _
    rw [hC, commutator_component h, (cross_axis θ φ).2, hs, smul_smul, mul_neg,
      Complex.I_mul_I, neg_neg, one_smul]

end Ladder

/-- The orbital angular momentum matrices of a p shell in the basis `p_x, p_y, p_z`. -/
def pShell : Fin 3 → Matrix (Fin 3) (Fin 3) ℂ :=
  ![!![0, 0, 0; 0, 0, -I; 0, I, 0], !![0, 0, I; 0, 0, 0; -I, 0, 0],
    !![0, -I, 0; I, 0, 0; 0, 0, 0]]

/-- The p-shell matrices satisfy the angular momentum relations. -/
theorem isAngularMomentum_witness : IsAngularMomentum pShell := by
  refine ⟨?_, ?_, ?_⟩ <;> ext i j <;> fin_cases i <;> fin_cases j <;>
    simp [pShell]

end

end SpinOrbitBlocks
```

```lean
#print axioms SpinOrbitBlocks.chi_orthonormal
-- 'SpinOrbitBlocks.chi_orthonormal' depends on axioms: [propext, Classical.choice, Quot.sound]
#print axioms SpinOrbitBlocks.spin_orbit_blocks
-- 'SpinOrbitBlocks.spin_orbit_blocks' depends on axioms: [propext, Classical.choice, Quot.sound]
#print axioms SpinOrbitBlocks.spin_flip_ladder
-- 'SpinOrbitBlocks.spin_flip_ladder' depends on axioms: [propext, Classical.choice, Quot.sound]
```

## Operators, spinors and axes as Lean objects

The orbital operators are a function `l : Fin 3 → A`, with indices 0, 1, 2 for $x,y,z$. In `spin_orbit_blocks`, `A` is any complex vector space; its elements need not even have a product. Matrices on an atomic shell are one case. The theorem holds for all real `θ` and `φ` and states the four block equalities together.

`spinOrbit l` is the $2\times2$ array with entries in `A`, and `spinBlock` contracts it with two spinors, conjugating the first. `component l v` is $l\cdot v$, linear in the complex vector `v` with no conjugation. `pauliVec` is the vector $p$ above. Orthonormality is the separate theorem `chi_orthonormal`.

The ladder theorem `spin_flip_ladder` needs more structure: `A` is an associative complex algebra, and `IsAngularMomentum l` assumes the three commutation relations in units of $\hbar$. `isAngularMomentum_witness` verifies them for the Cartesian p-shell matrices `pShell`.

The theorems concern the algebra of $l\cdot\sigma$ alone. They do not derive the spin-orbit Hamiltonian, determine $\xi$, treat domains of unbounded operators or describe a band structure. Hermiticity of $l$ is neither assumed nor concluded.

## How the proof follows the algebra

`spinBlock_spinOrbit` is the exchange of sums: it expands them, and `module` compares the coefficients of each $l_k$. `pauliVec_eq` gives the explicit vector $p$, while `star_amp` and `star_amp_neg` conjugate the spinor amplitudes.

`half_angle` and `azimuth` rewrite the spherical vectors in $c,s,u,w$. In `pauliVec_chi`, `vec_ext` splits each of the four vector equalities into components. The resulting polynomial identities are closed by `ring` or by `linear_combination`, using $c^2+s^2=1$, $uw=1$ and $i^2=-1$. The $-+$ case is computed directly, not by conjugation. `spin_orbit_blocks` then substitutes these vectors into the contraction formula.

For the ladder, the step `expand` in `commutator_component` collects the three commutators before the assumed relations are inserted. `cross_axis` proves the two cross products, and `spin_flip_ladder` combines them with the block formulas.

## Projected shells can lose the ladder relations

The commutation relations matter when a code keeps only part of a shell. Project the p-shell matrices onto $p_x,p_y$. Then

$$
l_x=l_y=0,\qquad l_z=\begin{pmatrix}0&-i\\ i&0\end{pmatrix},
$$

and $[l_x,l_y]=0\neq i l_z$. Take $\theta=\pi/2$, $\phi=0$, so that $n=(1,0,0)$ and $e_\theta-i e_\phi=(0,-i,-1)$. Now $l\cdot n=0$ and $B=-l_z$, hence $[l\cdot n,B]=0$, whereas the ladder relation would require $-B=l_z\neq0$. The four block formulas still hold for these projected matrices, so a test of the blocks can pass where a test of the ladder relations fails.
